# A non-identity Pauli string anticommutes with exactly half of all Pauli strings

How many $n$-qubit Pauli strings anticommute with a given one? A string here is a tensor product of $n$ one-qubit matrices, each of them $1$, $X$, $Y$ or $Z$, with prefactor $+1$. It is a matrix indexed by the $2^n$ computational basis states, and anticommutation is an equation between such matrices. The strings are labelled by bits, and the link between labels and matrices is proved. For one qubit the answer is visible at once: of $1, X, Y, Z$, exactly $Y$ and $Z$ anticommute with $X$.

```lean
import Mathlib

open Matrix

namespace PauliStrings

noncomputable section
```

A label $u=(x,z)$ consists of two bit vectors, with one pair $(x_i,z_i)$ for each qubit $i$.

```lean
/-- The label `(x, z)` of an `n`-qubit Pauli string: two bit vectors over `Z/2`. -/
abbrev Label (n : ℕ) := (Fin n → ZMod 2) × (Fin n → ZMod 2)
```

For $u=(x,z)$ and $v=(x',z')$ the symplectic form is $w(u,v)=x\cdot z'+z\cdot x'$, computed modulo 2. In Lean it is `symp u v`.

```lean
/-- The symplectic form `x·z' + z·x'` of two labels. -/
def symp {n : ℕ} (u v : Label n) : ZMod 2 := u.1 ⬝ᵥ v.2 + u.2 ⬝ᵥ v.1
```

## Each site carries 1, X, Y or Z, without a phase

By definition, every qubit carries one of four fixed matrices, and the string has prefactor $+1$. The bits $11$ stand for $Y$ itself, not for the product $XZ=-iY$. The function `sgn` takes a bit $a$ to $(-1)^a$; it is not the sign of a real number.

```lean
/-- The sign `(-1)^a` of a bit `a`. -/
def sgn (a : ZMod 2) : ℂ := if a = 0 then 1 else -1

/-- The one-qubit matrix with bits `(x, z)`: `00` is the identity, `10` is `X`,
`01` is `Z` and `11` is `Y`. -/
def site (x z : ZMod 2) : Matrix (Fin 2) (Fin 2) ℂ :=
  if x = 0 then (if z = 0 then 1 else !![1, 0; 0, -1])
  else (if z = 0 then !![0, 1; 1, 0] else !![0, -Complex.I; Complex.I, 0])
```

The string $P(u)$, written `pauli u`, is the tensor product of its site matrices. Basis states are indexed by functions `Fin n → Fin 2`, so the matrix element between $a$ and $b$ is $\prod_i A_i(a_i,b_i)$.

```lean
/-- The tensor product of one-qubit matrices, acting on the `2^n` basis states. -/
def tensor {n : ℕ} (A : Fin n → Matrix (Fin 2) (Fin 2) ℂ) :
    Matrix (Fin n → Fin 2) (Fin n → Fin 2) ℂ :=
  Matrix.of fun a b => ∏ i, A i (a i) (b i)

/-- The Pauli string with a given label: the tensor product of its site matrices. -/
def pauli {n : ℕ} (u : Label n) : Matrix (Fin n → Fin 2) (Fin n → Fin 2) ℂ :=
  tensor fun i => site (u.1 i) (u.2 i)
```

Tensor products multiply site by site, because a sum over all intermediate basis states factorises:
$$\sum_b\prod_i A_i(a_i,b_i)B_i(b_i,c_i)=\prod_i\sum_{b_i}A_i(a_i,b_i)B_i(b_i,c_i).$$
The lemma `tensor_mul` is this identity, with `Finset.prod_univ_sum` doing the exchange of product and sum.

```lean
/-- Tensor products of one-qubit matrices multiply site by site. -/
theorem tensor_mul {n : ℕ} (A B : Fin n → Matrix (Fin 2) (Fin 2) ℂ) :
    tensor A * tensor B = tensor fun i => A i * B i := by
  ext a c
  simp only [tensor, Matrix.mul_apply, Matrix.of_apply, ← Finset.prod_mul_distrib]
  -- a product of sums over sites is a sum over all basis states
  rw [Finset.prod_univ_sum, Fintype.piFinset_univ]
```

A tensor product of identities is the identity: if $a\neq c$, the two states differ at some site, and the factor from that site is zero.

```lean
/-- The tensor product of one-qubit identities is the identity. -/
theorem tensor_one {n : ℕ} : tensor (fun _ : Fin n => 1) = 1 := by
  ext a c
  by_cases h : a = c
  · subst h
    simp [tensor]
  · obtain ⟨i, hi⟩ := Function.ne_iff.mp h
    rw [Matrix.one_apply_ne h]
    exact Finset.prod_eq_zero (Finset.mem_univ i) (Matrix.one_apply_ne hi)
```

The choice of site matrices matters in the next step. If one of two site matrices is the identity, or if they are equal, they commute, and $xz'+zx'=0$ modulo 2. Two different matrices among $X,Y,Z$ anticommute, and $xz'+zx'=1$ for each such pair. So one site contributes the sign $(-1)^{xz'+zx'}$. Lean runs through the sixteen bit combinations with `rcases` and compares the matrices entry by entry.

```lean
/-- Two one-qubit Pauli matrices exchange with the sign `(-1)^(xz' + zx')`. -/
theorem site_exchange (x z x' z' : ZMod 2) :
    site x z * site x' z' = sgn (x * z' + z * x') • (site x' z' * site x z) := by
  have bit : ∀ a : ZMod 2, a = 0 ∨ a = 1 := by decide
  have h11 : (1 : ZMod 2) + 1 = 0 := by decide
  rcases bit x with rfl | rfl <;> rcases bit z with rfl | rfl <;>
    rcases bit x' with rfl | rfl <;> rcases bit z' with rfl | rfl <;>
    ext i j <;> fin_cases i <;> fin_cases j <;>
    simp [site, sgn, Matrix.mul_apply, Fin.sum_univ_succ, Matrix.one_apply, h11]
```

For arbitrary site matrices there need be no such sign. The Hadamard matrix $(X+Z)/\sqrt2$ neither commutes nor anticommutes with $X$.

Since $1$, $X$, $Y$ and $Z$ all square to the identity, so does every string.

```lean
/-- Every Pauli string squares to the identity. -/
theorem pauli_mul_self {n : ℕ} (u : Label n) : pauli u * pauli u = 1 := by
  have bit : ∀ a : ZMod 2, a = 0 ∨ a = 1 := by decide
  have hs : ∀ x z : ZMod 2, site x z * site x z = 1 := by
    intro x z
    rcases bit x with rfl | rfl <;> rcases bit z with rfl | rfl <;>
      ext i j <;> fin_cases i <;> fin_cases j <;>
      simp [site, Matrix.mul_apply, Fin.sum_univ_succ, Matrix.one_apply]
  simp only [pauli, tensor_mul, hs, tensor_one]
```

Multiplying the site signs gives
$$P(u)P(v)=\prod_i(-1)^{x_iz'_i+z_ix'_i}\,P(v)P(u)=(-1)^{w(u,v)}P(v)P(u).$$
In the proof, `hadd` says that signs multiply when bits add, and `hsum` extends this to all sites by induction. The last lines apply `site_exchange` at each site.

```lean
/-- Exchanging two Pauli strings costs the sign `(-1)^w`, with `w` the symplectic form
of their labels. -/
theorem pauli_exchange {n : ℕ} (u v : Label n) :
    pauli u * pauli v = sgn (symp u v) • (pauli v * pauli u) := by
  have bit : ∀ a : ZMod 2, a = 0 ∨ a = 1 := by decide
  have h11 : (1 : ZMod 2) + 1 = 0 := by decide
  have hadd : ∀ a b : ZMod 2, sgn (a + b) = sgn a * sgn b := by
    intro a b
    rcases bit a with rfl | rfl <;> rcases bit b with rfl | rfl <;> simp [sgn, h11]
  have hsum : ∀ (f : Fin n → ZMod 2) (s : Finset (Fin n)),
      ∏ i ∈ s, sgn (f i) = sgn (∑ i ∈ s, f i) := by
    intro f s
    induction s using Finset.induction_on with
    | empty => simp [sgn]
    | insert a s ha ih => rw [Finset.prod_insert ha, Finset.sum_insert ha, ih, hadd]
  -- the signs of the sites multiply to the sign of the symplectic form
  have hs : ∏ i, sgn (u.1 i * v.2 i + u.2 i * v.1 i) = sgn (symp u v) := by
    rw [hsum, Finset.sum_add_distrib]
    rfl
  rw [← hs]
  simp only [pauli, tensor_mul]
  ext a c
  simp only [tensor, Matrix.smul_apply, Matrix.of_apply, smul_eq_mul,
    ← Finset.prod_mul_distrib]
  refine Finset.prod_congr rfl fun i _ => ?_
  exact congrFun (congrFun (site_exchange _ _ _ _) (a i)) (c i)
```

## The product of two strings is never zero

To read anticommutation off the sign, we need $P(v)P(u)\neq0$, since a vanishing product that equals its reverse would satisfy the commuting and the anticommuting relation together. This is derived, not assumed: from $P(v)^2=P(u)^2=1$ we get $P(v)\,[P(v)P(u)]\,P(u)=1$, which is impossible if the bracket vanishes.

If $w(u,v)=1$, the exchange rule is anticommutation. If $w(u,v)=0$, the strings commute; were they also to anticommute, then $2P(v)P(u)=0$, a contradiction. Hence $P(u)$ and $P(v)$ anticommute exactly when $w(u,v)=1$. The Lean proof splits into the same two cases, with `hne` supplying the nonzero product.

```lean
/-- Two Pauli strings anticommute exactly when the symplectic form of their labels is 1. -/
theorem anticommute_iff {n : ℕ} (u v : Label n) :
    pauli u * pauli v = -(pauli v * pauli u) ↔ symp u v = 1 := by
  have bit : ∀ a : ZMod 2, a = 0 ∨ a = 1 := by decide
  rw [pauli_exchange u v]
  rcases bit (symp u v) with h | h
  · -- commuting strings cannot anticommute, since their product is invertible
    have hne : pauli v * pauli u ≠ 0 := by
      intro h0
      have h1 : pauli v * (pauli v * pauli u) * pauli u = 1 := by
        rw [← mul_assoc, pauli_mul_self, one_mul, pauli_mul_self]
      rw [h0, mul_zero, zero_mul] at h1
      exact zero_ne_one h1
    rw [h]
    constructor
    · intro e
      have e' : pauli v * pauli u = -(pauli v * pauli u) := by simpa [sgn] using e
      rw [eq_neg_iff_add_eq_zero] at e'
      refine absurd ?_ hne
      calc pauli v * pauli u
          = (1 / 2 : ℂ) • (pauli v * pauli u + pauli v * pauli u) := by module
        _ = 0 := by rw [e', smul_zero]
    · intro e
      exact absurd e (by decide)
  · simp [h, sgn]
```

## A nonzero label acts on some qubit

The hypothesis `v ≠ 0` means that at least one qubit carries $X$, $Y$ or $Z$. It supplies a string that anticommutes with $P(v)$. If $x'_i=1$ for some $i$, take $t$ to be the label of a single $Z$ at site $i$; then $w(t,v)=x'_i=1$. Otherwise some $z'_i=1$, and a single $X$ at site $i$ gives $w(t,v)=z'_i=1$.

Lean argues by contradiction with the same test labels, built by `Pi.single`: if no label had value 1 with $v$, every bit of $v$ would be zero.

```lean
/-- The symplectic form is nondegenerate: every nonzero label has a partner with
symplectic form 1. -/
theorem exists_symp_eq_one {n : ℕ} {v : Label n} (hv : v ≠ 0) : ∃ t, symp t v = 1 := by
  by_contra hno
  have h : ∀ t, symp t v ≠ 1 := fun t ht => hno ⟨t, ht⟩
  have z : ∀ a : ZMod 2, a ≠ 1 → a = 0 := by decide
  have h1 : ∀ i, v.1 i = 0 := fun i =>
    z _ (by simpa [symp] using h (0, Pi.single i 1))
  have h2 : ∀ i, v.2 i = 0 := fun i =>
    z _ (by simpa [symp] using h (Pi.single i 1, 0))
  exact hv (Prod.ext (funext h1) (funext h2))
```

The count follows by pairing. The form is additive in its first argument, so
$$w(u+t,v)=w(u,v)+w(t,v)=w(u,v)+1.$$
Let $f(u)$ be 1 if $w(u,v)=1$ and 0 otherwise. Then $f(u)+f(u+t)=1$ for every $u$. The shift $u\mapsto u+t$ permutes the labels, so both terms have the same sum. If $N$ is the number of labels with $w(u,v)=1$, then
$$2N=\sum_u f(u)+\sum_u f(u+t)=\sum_u 1=4^n.$$

In the proof, `hshift` is the permutation step, `hf` is the pairing, and the final `calc` is the displayed line. The theorem is written as $2N=4^n$, which avoids division of natural numbers.

```lean
/-- For a nonzero label `v`, exactly half of the `4^n` labels have symplectic form 1
with `v`. -/
theorem two_mul_card_symp {n : ℕ} {v : Label n} (hv : v ≠ 0) :
    2 * (Finset.univ.filter fun u : Label n => symp u v = 1).card = 4 ^ n := by
  obtain ⟨t, ht⟩ := exists_symp_eq_one hv
  let f : Label n → ℕ := fun u => if symp u v = 1 then 1 else 0
  have hc : (Finset.univ.filter fun u : Label n => symp u v = 1).card = ∑ u, f u :=
    Finset.card_filter _ _
  have hshift : ∑ u, f (u + t) = ∑ u, f u := Equiv.sum_comp (Equiv.addRight t) f
  -- the shift by `t` flips the symplectic form
  have hf : ∀ u, f u + f (u + t) = 1 := by
    intro u
    have e : symp (u + t) v = symp u v + symp t v := by
      simp only [symp, Prod.fst_add, Prod.snd_add, add_dotProduct]
      ring
    simp only [f, e, ht]
    generalize symp u v = a
    revert a
    decide
  calc 2 * (Finset.univ.filter fun u : Label n => symp u v = 1).card
      = ∑ u, f u + ∑ u, f (u + t) := by rw [hc, hshift, two_mul]
    _ = ∑ _u : Label n, 1 := by
        rw [← Finset.sum_add_distrib]
        exact Finset.sum_congr rfl fun u _ => hf u
    _ = 4 ^ n := by simp [← mul_pow]
```

For $v=0$ the form vanishes for every $u$, so $N=0$ and the equation fails. With no qubits, $n=0$, the only label is zero and the hypothesis is never met.

## Different labels are different operators

So far the count concerns labels. It is a count of operators only if no matrix is listed twice. Suppose $P(u)=P(v)$ with $u\neq v$. The difference $u-v$ is nonzero, so some $t$ has $w(t,u-v)=1$, and therefore $w(t,u)\neq w(t,v)$. Then $P(t)$ anticommutes with exactly one of two equal matrices, which is absurd. In Lean, `hiff` records that equal matrices anticommute with the same strings, and `d` derives the contradiction for two bits.

```lean
/-- Different labels give different Pauli strings. -/
theorem pauli_injective {n : ℕ} : Function.Injective (pauli (n := n)) := by
  intro u v h
  by_contra hne
  obtain ⟨t, ht⟩ := exists_symp_eq_one (sub_ne_zero.mpr hne)
  have e : symp t (u - v) = symp t u - symp t v := by
    simp only [symp, Prod.fst_sub, Prod.snd_sub, dotProduct_sub]
    ring
  -- equal operators anticommute with the same strings
  have hiff : symp t u = 1 ↔ symp t v = 1 := by
    rw [← anticommute_iff t u, ← anticommute_iff t v, h]
  have d : ∀ a b : ZMod 2, (a = 1 ↔ b = 1) → a - b ≠ 1 := by decide
  exact d _ _ hiff (e.symm.trans ht)
```

## The given string is not the identity

The final theorem states its hypothesis about the matrix: `pauli v ≠ 1`. By hand, it is used once, to conclude that $v\neq0$, because the zero label gives the identity string. The proof does this in `hv0`, replaces anticommutation by $w(u,v)=1$ through `anticommute_iff`, and applies the count of labels.

```lean
/-- A Pauli string other than the identity anticommutes with exactly half of the `4^n`
Pauli strings. -/
theorem half_anticommute {n : ℕ} (v : Label n) (hv : pauli v ≠ 1) :
    2 * Nat.card {u : Label n // pauli u * pauli v = -(pauli v * pauli u)} = 4 ^ n := by
  have hv0 : v ≠ 0 := by
    rintro rfl
    apply hv
    simpa [pauli, site] using tensor_one (n := n)
  simp_rw [anticommute_iff]
  rw [Nat.card_eq_fintype_card, Fintype.card_subtype]
  exact two_mul_card_symp hv0

end

end PauliStrings
```

In words: if $P(v)\neq1$, twice the number of labels $u$ with $P(u)P(v)=-P(v)P(u)$ is $4^n$. By `pauli_injective` these labels stand for equally many distinct matrices, so exactly $2^{2n-1}$ strings anticommute with such a $P(v)$. The hypothesis already implies $n\ge1$.

The identity commutes with everything, so the statement is false for it. The hypothesis is strong enough because phases are excluded: the matrix $-1$ is not the identity, yet it anticommutes with no string. For a string with a prefactor, the condition would be that it is not a multiple of the identity.

In quantum error correction, a stabiliser check detects a Pauli error when the two anticommute, so on a finite register of $n$ qubits one non-identity check detects exactly half of all Pauli strings taken as errors, the identity included in the total. This count alone does not fix a detection probability, which depends on the noise. The probability is one half if all strings are equally likely, but the theorem says nothing about how likely they are.

```lean
#print axioms PauliStrings.pauli_injective
#print axioms PauliStrings.half_anticommute
```

```
'PauliStrings.pauli_injective' depends on axioms: [propext, Classical.choice, Quot.sound]
'PauliStrings.half_anticommute' depends on axioms: [propext, Classical.choice, Quot.sound]
```
